# For free electrons filling a Fermi sphere of radius k, the square root of the depth below the Fermi level averages 3πk/(16√2)

The theorem concerns a three-dimensional Fermi sea of non-interacting electrons, filled up to wave number k > 0, in units where an orbital of wave number q has energy q²/2. The depth of that orbital below the Fermi level is (k² − q²)/2, and the average of a function of the depth is taken with the weight 3q²/k³ on 0 ≤ q ≤ k, which integrates to one. The claim is that the average of the square root of the depth equals 3πk/(16√2). The proof substitutes q = k sin θ, which turns the integral into k⁴/√2 times the integral of sin²θ cos²θ from 0 to π/2, evaluates that with a Mathlib lemma, and leaves the remaining algebra to the last line.

In Lean, a first try:

```lean
import Mathlib

open Real
open scoped NNReal

namespace ResponsePotentialCoefficient

noncomputable section

/-- Average over the Fermi sea of radius `k > 0` of a function `f` of the depth
`(k² - q²)/2` of an orbital below the Fermi level. -/
def fermiSeaAverage (f : ℝ → ℝ) (k : ℝ) : ℝ :=
  3 / k ^ 3 * ∫ q in (0 : ℝ)..k, q ^ 2 * f ((k ^ 2 - q ^ 2) / 2)

/-- The Fermi-sea average of the square root of the orbital depth is `3πk/(16√2)`. -/
theorem fermiSeaAverage_sqrt {k : ℝ} (hk : 0 < k) :
    fermiSeaAverage Real.sqrt k = 3 * π * k / (16 * √2) := by
  -- substitute q = k sin θ
  have hsub := intervalIntegral.integral_comp_mul_deriv (a := 0) (b := π / 2)
    (f := fun θ => k * sin θ) (f' := fun θ => k * cos θ)
    (g := fun q => q ^ 2 * √((k ^ 2 - q ^ 2) / 2))
    (fun θ _ => (hasDerivAt_sin θ).const_mul k) (by fun_prop) (by fun_prop)
  simp only [Function.comp_apply, sin_zero, mul_zero, sin_pi_div_two, mul_one] at hsub
  have hpt : ∀ θ ∈ Set.uIcc 0 (π / 2),
      (k * sin θ) ^ 2 * √((k ^ 2 - (k * sin θ) ^ 2) / 2) * (k * cos θ)
        = k ^ 4 / √2 * (sin θ ^ 2 * cos θ ^ 2) := by
    intro θ hθ
    rw [Set.uIcc_of_le (by positivity)] at hθ
    have hc : 0 ≤ cos θ := cos_nonneg_of_mem_Icc ⟨by linarith [hθ.1, pi_pos], hθ.2⟩
    have e : k ^ 2 - (k * sin θ) ^ 2 = (k * cos θ) ^ 2 := by
      linear_combination (-k ^ 2) * sin_sq_add_cos_sq θ
    rw [e, Real.sqrt_div (sq_nonneg _), Real.sqrt_sq (mul_nonneg hk.le hc)]
    ring
  have h2 : (∫ θ in (0 : ℝ)..(π / 2),
      (k * sin θ) ^ 2 * √((k ^ 2 - (k * sin θ) ^ 2) / 2) * (k * cos θ))
        = ∫ θ in (0 : ℝ)..(π / 2), k ^ 4 / √2 * (sin θ ^ 2 * cos θ ^ 2) :=
    intervalIntegral.integral_congr (fun θ hθ => hpt θ hθ)
  have h4 : 4 * (π / 2) = 2 * π := by ring
  unfold fermiSeaAverage
  rw [← hsub, h2, intervalIntegral.integral_const_mul, integral_sin_sq_mul_cos_sq, h4,
    sin_two_pi, mul_zero, sin_zero]
  field_simp <;> norm_num

end

end ResponsePotentialCoefficient
```

Messages:

```
Main.lean:17:59: error: unsolved goals
k : ℝ
hk : 0 < k
hsub :
  ∫ (x : ℝ) in 0..π / 2, (k * sin x) ^ 2 * √((k ^ 2 - (k * sin x) ^ 2) / 2) * (k * cos x) =
    ∫ (q : ℝ) in 0..k, q ^ 2 * √((k ^ 2 - q ^ 2) / 2)
hpt :
  ∀ θ ∈ Set.uIcc 0 (π / 2),
    (k * sin θ) ^ 2 * √((k ^ 2 - (k * sin θ) ^ 2) / 2) * (k * cos θ) = k ^ 4 / √2 * (sin θ ^ 2 * cos θ ^ 2)
h2 :
  ∫ (θ : ℝ) in 0..π / 2, (k * sin θ) ^ 2 * √((k ^ 2 - (k * sin θ) ^ 2) / 2) * (k * cos θ) =
    ∫ (θ : ℝ) in 0..π / 2, k ^ 4 / √2 * (sin θ ^ 2 * cos θ ^ 2)
h4 : 4 * (π / 2) = 2 * π
⊢ π * 32 * 16 = π * 2 * 8 * 32
```

The change, after which it compiles:

```diff
@@ -40,5 +40,6 @@
   rw [← hsub, h2, intervalIntegral.integral_const_mul, integral_sin_sq_mul_cos_sq, h4,
     sin_two_pi, mul_zero, sin_zero]
-  field_simp <;> norm_num
+  field_simp
+  ring
 
 end
```

Diagnosis. The only error is an unsolved goal at the end of the proof. The substitution and the integral have gone through, and what is left after `field_simp <;> norm_num` is `π * 32 * 16 = π * 2 * 8 * 32`. This is true, since both sides are 512π, but `norm_num` does not close it.

The reason is the way the products are bracketed. Lean reads the left side as `(π * 32) * 16`, so `32 * 16` is not a subterm that `norm_num` can evaluate, and the numbers on the right are separated in the same way. `norm_num` does not regroup the factors of a product to bring its numerals together. Nor do the two sides, as bracketed, share a left or a right factor that could be cancelled directly.

The repair keeps `field_simp` to clear the denominators and replaces `norm_num` with `ring`, which proves identities up to the commutative ring laws. It collects the numerical coefficients whatever their order or bracketing, and so closes the goal.
